# Error bound for the truncated Chebyshev expansion of $\operatorname{Tr} f(H)$ with geometrically decaying coefficients

Let $H$ be a real symmetric $N\times N$ matrix with all eigenvalues in $[-1,1]$. Let $T_k$ be the Chebyshev polynomials of the first kind, and let $f(x)=\sum_{k\ge0}c_kT_k(x)$ on $[-1,1]$ with $|c_k|\le Cr^k$ and $0\le r<1$. Then for every cut-off $M\ge0$

$$\Big|\operatorname{Tr}f(H)-\sum_{k=0}^{M}c_k\operatorname{Tr}T_k(H)\Big|\le\frac{NC\,r^{M+1}}{1-r}.$$

The difference of two such traces is reproduced within twice this bound, and the bound for a single trace is attained when $H$ is the unit matrix and $c_k=Cr^k$.

In a double-exchange model with classical core spins frozen in one coplanar configuration, the electrons are non-interacting and their grand potential on a finite cluster is $\operatorname{Tr}f(H)$. Here $aH+b$ is the one-electron Hamiltonian, with scale $a$ and shift $b$ chosen to put the spectrum of $H$ into $[-1,1]$, and $f(x)=-\beta^{-1}\ln\big(1+e^{-\beta(ax+b-\lambda)}\big)$ at inverse temperature $\beta$ and chemical potential $\lambda$. The decay $|c_k|\le Cr^k$ is assumed, not derived. It stands for the analyticity of $f$ near the interval: a thermally rounded Fermi edge allows some $r<1$, and when the edge $(\lambda-b)/a$ lies in $[-1,1]$ the smallest admissible $r$ moves towards $1$ as the edge sharpens on cooling.

## The matrix function, the moments and the truncated trace

```lean
import Mathlib

open Matrix Polynomial

namespace ChebyshevTraceTruncation

noncomputable section

variable {n : Type*} [Fintype n] [DecidableEq n]
```

The type `n` is the finite set of orbitals that labels rows and columns. Its number of elements, `Fintype.card n`, is $N$.

```lean
/-- The function `f(H) = U diag(f(E_i)) U*` of a real symmetric matrix `H` with
eigenvalues `E_i` and orthogonal eigenvector matrix `U`. -/
def matFun {H : Matrix n n ℝ} (hH : H.IsHermitian) (f : ℝ → ℝ) : Matrix n n ℝ :=
  (hH.eigenvectorUnitary : Matrix n n ℝ) * diagonal (fun i => f (hH.eigenvalues i)) *
    star (hH.eigenvectorUnitary : Matrix n n ℝ)
```

`Matrix n n ℝ` is a real $N\times N$ matrix, and `hH : H.IsHermitian` is a named proof that $H$ equals its conjugate transpose, which for real entries means $H=H^{\mathsf T}$. From this proof Mathlib supplies eigenvalues $E_i$, written `hH.eigenvalues i` and listed with multiplicity, and an orthogonal matrix $U$, written `hH.eigenvectorUnitary`, whose columns are normalised eigenvectors. The notation `fun i => f (hH.eigenvalues i)` is the map $i\mapsto f(E_i)$, and `star` is the transpose. The definition is $f(H)=U\operatorname{diag}\big(f(E_i)\big)U^{\mathsf T}$. Real entries cover configurations whose hopping amplitudes can be chosen real, such as coplanar spins; complex hopping phases are not covered.

```lean
/-- The Chebyshev polynomial of the first kind `T_k(x)`. -/
def cheb (k : ℕ) (x : ℝ) : ℝ := (Chebyshev.T ℝ (k : ℤ)).eval x
```

`cheb k x` is the number $T_k(x)$. Mathlib indexes its Chebyshev polynomials by integers, and `(k : ℤ)` reads the natural number $k$ as one.

```lean
/-- The Chebyshev moment `μ_k = Tr T_k(H)`, with `T_k` evaluated at the matrix `H`. -/
def moment (H : Matrix n n ℝ) (k : ℕ) : ℝ := trace (aeval H (Chebyshev.T ℝ (k : ℤ)))
```

`aeval H` substitutes the matrix $H$ for the variable of a polynomial, using only sums and products of matrices. The moment $\mu_k=\operatorname{Tr}T_k(H)$ is therefore defined without reference to eigenvalues. It is not divided by $N$, so $\mu_0=N$.

```lean
/-- The truncated expansion `∑_{k = 0}^{M} c_k μ_k` of the trace. -/
def truncTrace (c : ℕ → ℝ) (H : Matrix n n ℝ) (M : ℕ) : ℝ :=
  ∑ k ∈ Finset.range (M + 1), c k * moment H k
```

`Finset.range (M + 1)` is the set $\{0,1,\dots,M\}$, so `truncTrace c H M` is $\sum_{k=0}^{M}c_k\mu_k$. The term $k=0$ carries no factor $\tfrac12$, the moments are exact traces and not stochastic estimates, and no damping kernel multiplies the coefficients.

```lean
/-- The function `∑ C r^k T_k(x)` with exactly geometric Chebyshev coefficients. -/
def geoFun (C r x : ℝ) : ℝ := ∑' k, C * r ^ k * cheb k x
```

The symbol `∑'` is an infinite sum over all $k\ge0$. This defines $g(x)=\sum_k Cr^kT_k(x)$, the function for which the bound will be attained.

## Polynomials of $H$ in the eigenbasis

```lean
/-- The identity function applied to `H` gives back `H`. -/
theorem matFun_id {H : Matrix n n ℝ} (hH : H.IsHermitian) : matFun hH (fun x => x) = H := by
  have h := hH.spectral_theorem
  unfold matFun
  simpa [Unitary.conjStarAlgAut_apply] using h.symm
```

This is the diagonalisation $H=U\operatorname{diag}(E_i)U^{\mathsf T}$. Mathlib provides it as `hH.spectral_theorem`, and the last line brings it to the form of `matFun`.

```lean
/-- The product `f(H) g(H)` equals `(f g)(H)`. -/
theorem matFun_mul {H : Matrix n n ℝ} (hH : H.IsHermitian) (f g : ℝ → ℝ) :
    matFun hH f * matFun hH g = matFun hH (fun x => f x * g x) := by
  have h := Matrix.mem_unitaryGroup_iff'.mp hH.eigenvectorUnitary.2
  have key : ∀ U D E : Matrix n n ℝ, star U * U = 1 →
      U * D * star U * (U * E * star U) = U * (D * E) * star U := by
    intro U D E hU
    calc _ = U * D * (star U * U) * E * star U := by simp only [mul_assoc]
      _ = _ := by
        rw [hU, mul_one]
        simp only [mul_assoc]
  simp only [matFun]
  rw [key _ _ _ h, diagonal_mul_diagonal]
```

For two arbitrary functions $f,g$ (this $g$ is not the series above) with diagonal matrices $D=\operatorname{diag}f(E_i)$ and $D'=\operatorname{diag}g(E_i)$,

$$UDU^{\mathsf T}\,UD'U^{\mathsf T}=U\,DD'\,U^{\mathsf T},$$

because $U^{\mathsf T}U=1$. In the proof `h` is $U^{\mathsf T}U=1$, `key` is the displayed cancellation for arbitrary matrices, and `diagonal_mul_diagonal` multiplies $D$ and $D'$ entry by entry.

```lean
/-- A polynomial evaluated at the matrix `H` agrees with the spectral function `p(H)`. -/
theorem aeval_eq_matFun {H : Matrix n n ℝ} (hH : H.IsHermitian) (p : ℝ[X]) :
    aeval H p = matFun hH (fun x => p.eval x) := by
  have hpow : ∀ k : ℕ, H ^ k = matFun hH (fun x => x ^ k) := by
    intro k
    induction k with
    | zero =>
      simp only [matFun, pow_zero, diagonal_one, mul_one]
      exact (Matrix.mem_unitaryGroup_iff.mp hH.eigenvectorUnitary.2).symm
    | succ k ih =>
      calc H ^ (k + 1) = matFun hH (fun x => x ^ k) * matFun hH (fun x => x) := by
            rw [← ih, matFun_id, pow_succ]
        _ = _ := by simp only [matFun_mul, pow_succ]
  induction p using Polynomial.induction_on' with
  | add p q hp hq =>
    simp only [_root_.map_add, eval_add, hp, hq]
    simp only [matFun]
    rw [← add_mul, ← mul_add, diagonal_add]
  | monomial k a =>
    have hd : diagonal (fun i => a * hH.eigenvalues i ^ k)
        = a • diagonal (fun i => hH.eigenvalues i ^ k) := by
      ext i j
      by_cases h : i = j <;> simp [h]
    rw [aeval_monomial, ← Algebra.smul_def, hpow]
    simp only [matFun, eval_monomial]
    rw [hd, Matrix.mul_smul, Matrix.smul_mul]
```

For a real polynomial $p$, of type `ℝ[X]`, substitution of the matrix gives $p(H)=U\operatorname{diag}p(E_i)U^{\mathsf T}$. The proof first treats powers in `hpow`, by induction on $k$. At $k=0$ the claim is $1=UU^{\mathsf T}$, and the step is $H^{k+1}=H^kH$ combined with the two previous theorems. A polynomial is a sum of monomials, each a real number times $x^k$, and both sides are linear in $p$. `Polynomial.induction_on'` splits the claim into these two cases: `add` for sums, and `monomial`, where `hd` pulls the coefficient out of the diagonal matrix.

```lean
/-- The trace of `f(H)` is the sum of `f` over the eigenvalues. -/
theorem trace_matFun {H : Matrix n n ℝ} (hH : H.IsHermitian) (f : ℝ → ℝ) :
    trace (matFun hH f) = ∑ i, f (hH.eigenvalues i) := by
  have h := Matrix.mem_unitaryGroup_iff'.mp hH.eigenvectorUnitary.2
  simp only [matFun]
  rw [trace_mul_cycle, h, one_mul, trace_diagonal]
```

Cyclic invariance of the trace gives $\operatorname{Tr}(UDU^{\mathsf T})=\operatorname{Tr}(U^{\mathsf T}UD)=\operatorname{Tr}D=\sum_if(E_i)$. The rewrites `trace_mul_cycle`, `h` and `trace_diagonal` are these three equalities.

## The tail of the series at one point

```lean
/-- On `[-1,1]` the Chebyshev polynomials are bounded by one in modulus. -/
theorem abs_cheb_le_one (k : ℕ) {x : ℝ} (hx : x ∈ Set.Icc (-1 : ℝ) 1) : |cheb k x| ≤ 1 := by
  -- `T_k(cos θ) = cos (k θ)`
  have h := Chebyshev.T_real_cos (Real.arccos x) (k : ℤ)
  rw [Real.cos_arccos hx.1 hx.2] at h
  unfold cheb
  rw [h]
  exact Real.abs_cos_le_one _
```

`Set.Icc (-1 : ℝ) 1` is the closed interval $[-1,1]$, and `hx.1`, `hx.2` are the inequalities $-1\le x$ and $x\le1$. For such $x$ put $\theta=\arccos x$, so that $\cos\theta=x$. Then $T_k(x)=T_k(\cos\theta)=\cos k\theta$, which is `Chebyshev.T_real_cos`, and $|\cos k\theta|\le1$.

```lean
/-- At a point of `[-1,1]`, a Chebyshev series with `|c_k| ≤ C r^k` cut after `k = M`
misses its sum `s` by at most `C r^(M+1)/(1-r)`. -/
theorem scalar_tail {c : ℕ → ℝ} {C r x s : ℝ} (hr0 : 0 ≤ r) (hr1 : r < 1)
    (hc : ∀ k, |c k| ≤ C * r ^ k) (hx : x ∈ Set.Icc (-1 : ℝ) 1)
    (hs : HasSum (fun k => c k * cheb k x) s) (M : ℕ) :
    |s - ∑ k ∈ Finset.range (M + 1), c k * cheb k x| ≤ C * r ^ (M + 1) / (1 - r) := by
  have h0 := (hasSum_nat_add_iff' (M + 1)).mpr hs
  have h1 : HasSum (fun k => c (k + (M + 1)) * cheb (k + (M + 1)) x)
      (s - ∑ k ∈ Finset.range (M + 1), c k * cheb k x) := h0
  have h2 := (hasSum_geometric_of_lt_one hr0 hr1).mul_left (C * r ^ (M + 1))
  -- the tail is dominated term by term by a geometric series
  have hb : ∀ k, |c (k + (M + 1)) * cheb (k + (M + 1)) x| ≤ C * r ^ (M + 1) * r ^ k := by
    intro k
    calc _ ≤ |c (k + (M + 1))| := by
          rw [abs_mul]
          exact mul_le_of_le_one_right (abs_nonneg _) (abs_cheb_le_one _ hx)
      _ ≤ C * r ^ (k + (M + 1)) := hc _
      _ = _ := by ring
  rw [div_eq_mul_inv, abs_le]
  exact ⟨hasSum_le (fun k => (abs_le.mp (hb k)).1) h2.neg h1,
    hasSum_le (fun k => (abs_le.mp (hb k)).2) h1 h2⟩
```

`HasSum (fun k => c k * cheb k x) s` says that the series $\sum_kc_kT_k(x)$ converges to $s$, independently of the order of the terms. Removing the first $M+1$ terms and using $|T_k(x)|\le1$,

$$\Big|s-\sum_{k=0}^{M}c_kT_k(x)\Big|=\Big|\sum_{k\ge0}c_{k+M+1}T_{k+M+1}(x)\Big|\le\sum_{k\ge0}Cr^{M+1}r^k=\frac{Cr^{M+1}}{1-r}.$$

The first equality is `h1`, obtained from `hasSum_nat_add_iff'`, which shifts the index. The last is `h2`, the geometric series multiplied by $Cr^{M+1}$. The inequality between single terms is `hb`. The closing lines split $|y|\le B$ into $-B\le y$ and $y\le B$, and `hasSum_le` carries each termwise inequality over to the sums. The sign $C\ge0$ is not listed as a hypothesis, since `hc` at $k=0$ gives $C\ge|c_0|$.

## From eigenvalues to the trace

```lean
/-- The truncation error of the trace is the sum over the eigenvalues of the pointwise
truncation errors. -/
theorem trace_error_eq {H : Matrix n n ℝ} (hH : H.IsHermitian) (f : ℝ → ℝ) (c : ℕ → ℝ)
    (M : ℕ) : trace (matFun hH f) - truncTrace c H M = ∑ i, (f (hH.eigenvalues i)
      - ∑ k ∈ Finset.range (M + 1), c k * cheb k (hH.eigenvalues i)) := by
  simp only [truncTrace, moment, cheb, aeval_eq_matFun hH, trace_matFun, Finset.mul_sum,
    Finset.sum_sub_distrib]
  rw [Finset.sum_comm]
```

Applying `aeval_eq_matFun` and `trace_matFun` to $T_k$ gives $\mu_k=\sum_iT_k(E_i)$. Exchanging the two finite sums, which is `Finset.sum_comm`,

$$\operatorname{Tr}f(H)-\sum_{k=0}^{M}c_k\mu_k=\sum_i\Big[f(E_i)-\sum_{k=0}^{M}c_kT_k(E_i)\Big].$$

The identity holds for any $f$ and any coefficients.

```lean
/-- If `f = ∑ c_k T_k` on `[-1,1]` with `|c_k| ≤ C r^k`, and the real symmetric `N × N`
matrix `H` has spectrum in `[-1,1]`, then cutting the moment expansion of `Tr f(H)` after
`k = M` leaves an error of at most `N C r^(M+1)/(1-r)`. -/
theorem trace_truncation_bound {H : Matrix n n ℝ} (hH : H.IsHermitian)
    (hσ : spectrum ℝ H ⊆ Set.Icc (-1) 1) {f : ℝ → ℝ} {c : ℕ → ℝ} {C r : ℝ}
    (hr0 : 0 ≤ r) (hr1 : r < 1) (hc : ∀ k, |c k| ≤ C * r ^ k)
    (hf : ∀ x ∈ Set.Icc (-1 : ℝ) 1, HasSum (fun k => c k * cheb k x) (f x)) (M : ℕ) :
    |trace (matFun hH f) - truncTrace c H M|
      ≤ Fintype.card n * C * r ^ (M + 1) / (1 - r) := by
  have hE : ∀ i, hH.eigenvalues i ∈ Set.Icc (-1 : ℝ) 1 :=
    fun i => hσ (hH.eigenvalues_mem_spectrum_real i)
  rw [trace_error_eq]
  -- one scalar tail for each of the `N` eigenvalues
  refine (Finset.abs_sum_le_sum_abs _ _).trans ?_
  refine (Finset.sum_le_sum fun i _ =>
    scalar_tail hr0 hr1 hc (hE i) (hf _ (hE i)) M).trans (le_of_eq ?_)
  rw [Finset.sum_const, Finset.card_univ, nsmul_eq_mul]
  ring
```

This is the result stated at the top. `hσ` puts the spectrum of $H$ inside $[-1,1]$, the rescaling being taken as already done. `hr0` and `hr1` are $0\le r<1$, and `hc` is the decay of the coefficients. `hf` says that at every $x\in[-1,1]$ the series sums to $f(x)$. Convergence already follows from `hc`, so the content of `hf` is that the sum is $f$; values of $f$ outside the interval are unconstrained and never used. By hand, each bracket in the identity above is a scalar tail at $x=E_i$, so

$$\Big|\sum_i[\dots]\Big|\le\sum_i\big|[\dots]\big|\le\sum_i\frac{Cr^{M+1}}{1-r}=\frac{NCr^{M+1}}{1-r}.$$

In the proof `hE` places each $E_i$ in the interval, `Finset.abs_sum_le_sum_abs` is the triangle inequality, `Finset.sum_le_sum` applies `scalar_tail` to each eigenvalue, and `Finset.sum_const` counts $N$ equal terms. In a proof line starting with `refine`, the symbol `?_` stands for the part still to be proved by the lines below it. The bound per orbital, $Cr^{M+1}/(1-r)$, does not depend on $N$. For $r=0$ only $c_0$ survives, $f$ is constant on the interval and both sides vanish.

```lean
/-- For two Hamiltonians `H`, `K` with spectra in `[-1,1]`, the truncated expansion gives
`Tr f(K) - Tr f(H)` within `2 N C r^(M+1)/(1-r)`. -/
theorem trace_difference_bound {H K : Matrix n n ℝ} (hH : H.IsHermitian) (hK : K.IsHermitian)
    (hσ : spectrum ℝ H ⊆ Set.Icc (-1) 1) (hτ : spectrum ℝ K ⊆ Set.Icc (-1) 1)
    {f : ℝ → ℝ} {c : ℕ → ℝ} {C r : ℝ}
    (hr0 : 0 ≤ r) (hr1 : r < 1) (hc : ∀ k, |c k| ≤ C * r ^ k)
    (hf : ∀ x ∈ Set.Icc (-1 : ℝ) 1, HasSum (fun k => c k * cheb k x) (f x)) (M : ℕ) :
    |(trace (matFun hK f) - trace (matFun hH f)) - (truncTrace c K M - truncTrace c H M)|
      ≤ 2 * (Fintype.card n * C * r ^ (M + 1) / (1 - r)) := by
  have h1 := abs_le.mp (trace_truncation_bound hH hσ hr0 hr1 hc hf M)
  have h2 := abs_le.mp (trace_truncation_bound hK hτ hr0 hr1 hc hf M)
  rw [abs_le]
  constructor <;> linarith [h1.1, h1.2, h2.1, h2.2]
```

The assumptions on $f$, $c_k$, $C$ and $r$ are those of the main theorem. $H$ and $K$ are real symmetric matrices of the same size, for example for two spin configurations, rescaled with the same $a$ and $b$ so that one function $f$ serves both. Write $\delta_H$ and $\delta_K$ for the two truncation errors and $B=NCr^{M+1}/(1-r)$. The quantity inside the absolute value is $\delta_K-\delta_H$, and $|\delta_K-\delta_H|\le2B$ follows from $-B\le\delta_H,\delta_K\le B$. These four inequalities are `h1` and `h2`, and `linarith` adds them. For non-interacting electrons on a finite cluster, the difference $\operatorname{Tr}f(K)-\operatorname{Tr}f(H)$, with $f$ the grand-potential function given at the top, is the electronic part of the change in grand potential that enters a Monte Carlo acceptance ratio for the classical spins. The estimate makes no use of $K$ being close to $H$, so it grows with $N$ even when a single spin is moved.

## Equality for the unit matrix

```lean
/-- For `H = 1` and `c_k = C r^k` the spectrum lies in `[-1,1]`, the series converges there,
and the truncation error equals `N C r^(M+1)/(1-r)` exactly. -/
theorem trace_truncation_sharp [Nonempty n] {C r : ℝ} (hC : 0 ≤ C) (hr0 : 0 ≤ r)
    (hr1 : r < 1) (M : ℕ) :
    spectrum ℝ (1 : Matrix n n ℝ) ⊆ Set.Icc (-1) 1 ∧ (∀ k : ℕ, |C * r ^ k| ≤ C * r ^ k) ∧
    (∀ x ∈ Set.Icc (-1 : ℝ) 1, HasSum (fun k => C * r ^ k * cheb k x) (geoFun C r x)) ∧
    trace (matFun (isHermitian_one : (1 : Matrix n n ℝ).IsHermitian) (geoFun C r))
      - truncTrace (fun k => C * r ^ k) (1 : Matrix n n ℝ) M
      = Fintype.card n * C * r ^ (M + 1) / (1 - r) := by
  have hσ : spectrum ℝ (1 : Matrix n n ℝ) = {1} := spectrum.one_eq
  have hc : ∀ k : ℕ, |C * r ^ k| ≤ C * r ^ k := fun k => (abs_of_nonneg (by positivity)).le
  have hs : ∀ x ∈ Set.Icc (-1 : ℝ) 1,
      HasSum (fun k => C * r ^ k * cheb k x) (geoFun C r x) := by
    intro x hx
    refine Summable.hasSum (Summable.of_norm_bounded (g := fun k => C * r ^ k)
      ((summable_geometric_of_lt_one hr0 hr1).mul_left C) fun k => ?_)
    rw [Real.norm_eq_abs, abs_mul]
    exact (mul_le_of_le_one_right (abs_nonneg _) (abs_cheb_le_one _ hx)).trans (hc k)
  have h1 : ∀ k, cheb k 1 = 1 := fun k => by
    simp [cheb]
  refine ⟨by rw [hσ]; simp, hc, hs, ?_⟩
  -- at `x = 1` the tail is exactly the geometric series
  have h2 := (hasSum_geometric_of_lt_one hr0 hr1).mul_left (C * r ^ (M + 1))
  have e : (fun k => C * r ^ (M + 1) * r ^ k)
      = fun k => C * r ^ (k + (M + 1)) * cheb (k + (M + 1)) 1 := by
    funext k
    rw [h1]
    ring
  rw [e] at h2
  have h0 := (hasSum_nat_add_iff' (M + 1)).mpr (hs 1 (by simp))
  have term : ∀ x ∈ spectrum ℝ (1 : Matrix n n ℝ), geoFun C r x
      - ∑ k ∈ Finset.range (M + 1), C * r ^ k * cheb k x = C * r ^ (M + 1) * (1 - r)⁻¹ := by
    intro x hx
    rw [hσ, Set.mem_singleton_iff] at hx
    rw [hx]
    exact h0.unique h2
  rw [trace_error_eq]
  refine (Finset.sum_congr rfl fun i _ =>
    term _ (IsHermitian.eigenvalues_mem_spectrum_real _ i)).trans ?_
  rw [Finset.sum_const, Finset.card_univ, nsmul_eq_mul]
  ring

end

end ChebyshevTraceTruncation
```

`Nonempty n` means $N\ge1$, which makes the spectrum of the unit matrix exactly $\{1\}$. The conclusion is four statements joined by `∧`. The first three are the hypotheses `hσ`, `hc` and `hf` of the main theorem for $H=1$, $c_k=Cr^k$ with $C\ge0$, and $f=g$. The fourth says that the error equals the bound. All $N$ eigenvalues are $1$ and $T_k(1)=1$, which is `h1`, so every tail is

$$g(1)-\sum_{k=0}^{M}Cr^k=\sum_{k\ge0}Cr^{k+M+1}=\frac{Cr^{M+1}}{1-r}.$$

Convergence on the interval, `hs`, comes from comparison of $|Cr^kT_k(x)|$ with $Cr^k$. The tail series at $x=1$ has one sum given by the shift, `h0`, and one by the geometric formula, `h2`, and `h0.unique h2` equates them. `trace_error_eq` then adds $N$ equal terms. The unit matrix has no hopping and all its levels at the edge of the interval; equality is shown for this case only.

```lean
#print axioms ChebyshevTraceTruncation.trace_truncation_bound
-- 'ChebyshevTraceTruncation.trace_truncation_bound' depends on axioms: [propext, Classical.choice, Quot.sound]
#print axioms ChebyshevTraceTruncation.trace_difference_bound
-- 'ChebyshevTraceTruncation.trace_difference_bound' depends on axioms: [propext, Classical.choice, Quot.sound]
#print axioms ChebyshevTraceTruncation.trace_truncation_sharp
-- 'ChebyshevTraceTruncation.trace_truncation_sharp' depends on axioms: [propext, Classical.choice, Quot.sound]
```

## Two sites, and a level outside the interval

The numbers below are ordinary arithmetic and were not put through Lean. Take $N=2$ with off-diagonal element $-h$ and zero diagonal, so $E=\pm h$. In the double-exchange limit $h$ is proportional to $\cos(\vartheta/2)$ for core spins at relative angle $\vartheta$; let $h=\cos(\vartheta/2)$. Choose $C=1$, $r=\tfrac12$, $c_k=2^{-k}$ and $M=2$; the resulting function $g$ is a test case, not the grand-potential function of the opening. Summing $\operatorname{Re}\sum_k(re^{i\theta})^k$ with $x=\cos\theta$ gives $g(x)=(1-x/2)/(5/4-x)$, and the bound is $B=2\cdot\tfrac18/\tfrac12=\tfrac12$.

For $\vartheta=2\pi/3$, $h=\tfrac12$ and $\operatorname{Tr}g(H)=1+\tfrac57=\tfrac{12}7$. With $T_2(x)=2x^2-1$ the moments are $\mu_0=2$, $\mu_1=0$, $\mu_2=-1$, the truncated trace is $2-\tfrac14=\tfrac74$, and the error has size $\tfrac1{28}$. For parallel spins, $h=1$, $\operatorname{Tr}g(K)=2+\tfrac23=\tfrac83$, the moments are $2,0,2$, the truncated trace is $\tfrac52$, and the error is $\tfrac16$. The exact difference $\tfrac83-\tfrac{12}7=\tfrac{20}{21}$ is approximated by $\tfrac52-\tfrac74=\tfrac34$, an error of $\tfrac{17}{84}\approx0.20$ against $2B=1$.

Without `hσ` the bound can fail, because for $k\ge1$ the modulus $|T_k(x)|$ exceeds $1$ outside the interval. Take $N=1$, $H=(2)$, $C=1$, $r=\tfrac12$, $M=1$, and $c_2=\tfrac14$ as the only non-zero coefficient, so $f(x)=(2x^2-1)/4$ for all real $x$. The hypotheses `hr0`, `hr1`, `hc` and `hf` hold. The truncated trace is $0$ and $\operatorname{Tr}f(H)=\tfrac74$, while the bound would be $\tfrac14/\tfrac12=\tfrac12$.
